# For $a,b>0$ and $c\ge 0$, the empty-core energy $a/r^2-b/r+c/r^3$ has a unique minimum on $r>0$

Let $r>0$ be the density parameter of a simple metal: the radius, in bohr, of a sphere that holds one conduction electron on average. I model the energy per conduction electron as

$$e(r)=\frac{a}{r^2}-\frac{b}{r}+\frac{c}{r^3},\qquad a,b>0,\quad c\ge 0.$$

Here $a$ is the kinetic coefficient, $b$ collects exchange and the electrostatic attraction, and $c$ is the repulsion left when the ionic potential is switched off inside a core. All three are independent of $r$. I believe that the unique global minimum is at

$$r_0=\frac{a+\sqrt{a^2+3bc}}{b},$$

that $r_0$ grows strictly with $c$, and that $e(r_0)<0$. Setting $e'(r)=0$ gives me the formula, but I would like a rigorous, machine-checked argument that this point is the global minimum. Can that be done?

## The energy difference factorises in $1/r$

Yes, and no second derivative or limit is needed. From the definition, $(br_0-a)^2=a^2+3bc$. Expanding and dividing by $b$ gives the balance equation

$$br_0^2=2ar_0+3c.$$

This is the stationarity condition, since

$$e'(r)=-\frac{2a}{r^3}+\frac{b}{r^2}-\frac{3c}{r^4}=\frac{br^2-2ar-3c}{r^4}.$$

The other root of the numerator, $(a-\sqrt{a^2+3bc})/b$, is not positive, so $r_0$ is the only stationary point on $r>0$.

Now put $u=1/r$ and $v=1/r_0$. The balance equation becomes $b=2av+3cv^2$, so

$$\begin{aligned}
e(r)-e(r_0)&=(u-v)\left[a(u+v)-b+c(u^2+uv+v^2)\right]\\
&=(u-v)\left[a(u-v)+c(u^2+uv-2v^2)\right]\\
&=(u-v)^2\left[a+c(u+2v)\right].
\end{aligned}$$

For $r>0$ the last bracket is positive, so the difference is positive unless $r=r_0$. The same substitution gives

$$e(r_0)=av^2-(2av+3cv^2)v+cv^3=-(av^2+2cv^3)<0.$$

The square root increases strictly with $c$, hence so does $r_0$. The minimum energy rises too: for $0\le c<d$, with subscripts naming the core coefficient and $r_c,r_d$ the two equilibrium radii,

$$e_c(r_c)<e_c(r_d)<e_d(r_d).$$

## What `emptyCore_minimum` states

`energy a b c r` is $e(r)$ and `eqRadius a b c` is $r_0$, both real-valued and without units. Under `0 < a`, `0 < b` and `0 ≤ c`, the theorem `emptyCore_minimum` has four parts:

- $r_0$ is positive.
- Every other positive $r$ has strictly higher energy.
- With $a$ and $b$ fixed, $r_0$ is strictly increasing on $c\ge 0$; this is `StrictMonoOn (eqRadius a b) (Ici 0)`.
- The minimum energy is negative.

The zero of energy is the limit of the model energy as $r\to\infty$, not the energy of free atoms, so a negative value does not by itself mean binding relative to free atoms. The coefficients are inputs and are not derived from a Hamiltonian. Correlation and band-structure corrections are absent.

```lean
import Mathlib

open Set

namespace EmptyCoreModel

noncomputable section

/-- Energy per electron at density parameter `r ≠ 0`: kinetic term `a / r^2`, Coulomb term
`-b / r` and empty-core repulsion `c / r^3`. -/
def energy (a b c r : ℝ) : ℝ := a / r ^ 2 - b / r + c / r ^ 3

/-- The equilibrium radius `(a + √(a^2 + 3 b c)) / b` of the empty-core model, for `a, b > 0` and `c
≥ 0`. -/
def eqRadius (a b c : ℝ) : ℝ := (a + √(a ^ 2 + 3 * b * c)) / b

variable {a b c r : ℝ}

/-- The equilibrium radius is positive. -/
theorem eqRadius_pos (ha : 0 < a) (hb : 0 < b) : 0 < eqRadius a b c :=
  div_pos (add_pos_of_pos_of_nonneg ha (Real.sqrt_nonneg _)) hb

/-- At the equilibrium radius the Coulomb attraction balances the kinetic and core repulsion. -/
theorem eqRadius_balance (hb : 0 < b) (hc : 0 ≤ c) :
    b * eqRadius a b c ^ 2 = 2 * a * eqRadius a b c + 3 * c := by
  have hs := Real.sq_sqrt (show 0 ≤ a ^ 2 + 3 * b * c by positivity)
  have hr : b * eqRadius a b c = a + √(a ^ 2 + 3 * b * c) := by
    unfold eqRadius
    field_simp
  apply mul_left_cancel₀ hb.ne'
  linear_combination (b * eqRadius a b c + √(a ^ 2 + 3 * b * c) - a) * hr + hs

/-- Fitting the core: for a core coefficient `c ≥ 0`, the equilibrium radius equals a given `r > 0`
exactly when the core coefficient is `r (b r - 2 a) / 3`. -/
theorem eqRadius_eq_iff (ha : 0 < a) (hb : 0 < b) (hc : 0 ≤ c) (hr : 0 < r) :
    eqRadius a b c = r ↔ c = r * (b * r - 2 * a) / 3 := by
  constructor
  · intro h
    have h1 := eqRadius_balance (a := a) hb hc
    rw [h] at h1
    linear_combination (-1 / 3) * h1
  · intro h
    -- a nonnegative core coefficient selects the positive square root
    have h2 : 0 ≤ b * r - 2 * a := by
      refine le_of_mul_le_mul_left ?_ hr
      linarith
    have h3 : a ^ 2 + 3 * b * c = (b * r - a) ^ 2 := by
      linear_combination 3 * b * h
    unfold eqRadius
    rw [h3, Real.sqrt_sq (by linarith), div_eq_iff hb.ne']
    ring

/-- The derivative of the energy with respect to the density parameter. -/
theorem hasDerivAt_energy (hr : r ≠ 0) :
    HasDerivAt (energy a b c) ((b * r ^ 2 - 2 * a * r - 3 * c) / r ^ 4) r := by
  have p2 : HasDerivAt (fun x : ℝ => x ^ 2) (2 * r) r := by
    simpa using hasDerivAt_pow 2 r
  have p3 : HasDerivAt (fun x : ℝ => x ^ 3) (3 * r ^ 2) r := by
    simpa using hasDerivAt_pow 3 r
  have h1 := (hasDerivAt_const r a).fun_div p2 (pow_ne_zero 2 hr)
  have h2 := (hasDerivAt_const r b).fun_div (hasDerivAt_id' r) hr
  have h3 := (hasDerivAt_const r c).fun_div p3 (pow_ne_zero 3 hr)
  refine ((h1.fun_sub h2).fun_add h3).congr_deriv ?_
  field_simp
  ring

/-- The equilibrium radius is the only stationary point of the energy on `r > 0`. -/
theorem stationary_iff (ha : 0 < a) (hb : 0 < b) (hc : 0 ≤ c) (hr : 0 < r) :
    HasDerivAt (energy a b c) 0 r ↔ r = eqRadius a b c := by
  constructor
  · intro h
    have h1 := h.unique (hasDerivAt_energy hr.ne')
    have h2 := (div_eq_zero_iff.mp h1.symm).resolve_right (pow_ne_zero 4 hr.ne')
    exact ((eqRadius_eq_iff ha hb hc hr).2 (by linear_combination (-1 / 3) * h2)).symm
  · intro h
    have h1 := eqRadius_balance (a := a) hb hc
    rw [← h] at h1
    refine (hasDerivAt_energy hr.ne').congr_deriv ?_
    rw [show b * r ^ 2 - 2 * a * r - 3 * c = 0 by linarith, zero_div]

/-- The energy at equilibrium, and the exact energy cost of moving away from it to a
radius `r`. -/
theorem energy_eqRadius_and_gap (ha : 0 < a) (hb : 0 < b) (hc : 0 ≤ c) (r : ℝ) :
    energy a b c (eqRadius a b c)
        = -(a / eqRadius a b c ^ 2 + 2 * c / eqRadius a b c ^ 3) ∧
      energy a b c r - energy a b c (eqRadius a b c)
        = (1 / r - 1 / eqRadius a b c) ^ 2 * (a + c * (1 / r + 2 / eqRadius a b c)) := by
  have hp := eqRadius_pos (c := c) ha hb
  have h := eqRadius_balance (a := a) hb hc
  generalize eqRadius a b c = p at hp h ⊢
  -- the balance equation, solved for the Coulomb coefficient
  have hb' : b = 2 * a * (1 / p) + 3 * c * (1 / p) ^ 2 := by
    field_simp
    linarith
  simp only [energy]
  constructor
  · linear_combination (-(1 / p)) * hb'
  · linear_combination (-(1 / r - 1 / p)) * hb'

/-- The equilibrium radius strictly increases with the core coefficient `c ≥ 0`. -/
theorem eqRadius_strictMonoOn (hb : 0 < b) : StrictMonoOn (eqRadius a b) (Ici 0) := by
  intro c hc d _ hcd
  have hc0 : 0 ≤ c := hc
  have h : √(a ^ 2 + 3 * b * c) < √(a ^ 2 + 3 * b * d) :=
    Real.sqrt_lt_sqrt (by positivity) (by nlinarith [mul_pos hb (sub_pos.2 hcd)])
  exact div_lt_div_of_pos_right (by linarith) hb

/-- Empty-core model: the energy has its unique global minimum on `r > 0` at the equilibrium
radius, this radius strictly increases with the core coefficient, and the minimum energy is
negative. -/
theorem emptyCore_minimum (ha : 0 < a) (hb : 0 < b) (hc : 0 ≤ c) :
    0 < eqRadius a b c ∧
      (∀ r, 0 < r → r ≠ eqRadius a b c → energy a b c (eqRadius a b c) < energy a b c r) ∧
      StrictMonoOn (eqRadius a b) (Ici 0) ∧
      energy a b c (eqRadius a b c) < 0 := by
  have hp := eqRadius_pos (c := c) ha hb
  refine ⟨hp, ?_, eqRadius_strictMonoOn hb, ?_⟩
  · intro r hr hne
    have hgap := (energy_eqRadius_and_gap ha hb hc r).2
    have hu : 1 / r - 1 / eqRadius a b c ≠ 0 := by
      rw [sub_ne_zero]
      intro h
      apply hne
      simpa using h
    -- both factors of the energy gap are positive
    have h1 : 0 < (1 / r - 1 / eqRadius a b c) ^ 2 :=
      (sq_nonneg _).lt_of_ne' (pow_ne_zero 2 hu)
    have h2 : 0 < a + c * (1 / r + 2 / eqRadius a b c) := by positivity
    have h3 := mul_pos h1 h2
    linarith
  · rw [(energy_eqRadius_and_gap ha hb hc 1).1]
    have h : 0 < a / eqRadius a b c ^ 2 + 2 * c / eqRadius a b c ^ 3 := by positivity
    linarith

/-- The minimum energy strictly increases with the core coefficient `c ≥ 0`. -/
theorem minEnergy_strictMonoOn (ha : 0 < a) (hb : 0 < b) :
    StrictMonoOn (fun c => energy a b c (eqRadius a b c)) (Ici 0) := by
  intro c hc d hd hcd
  have hp := eqRadius_pos (c := d) ha hb
  -- compare both energies at the equilibrium radius of the larger core
  have h1 := (emptyCore_minimum ha hb hc).2.1 _ hp (eqRadius_strictMonoOn hb hc hd hcd).ne'
  have h2 : c / eqRadius a b d ^ 3 < d / eqRadius a b d ^ 3 :=
    div_lt_div_of_pos_right hcd (pow_pos hp 3)
  have h3 : energy a b c (eqRadius a b d) < energy a b d (eqRadius a b d) := by
    unfold energy
    linarith
  exact h1.trans h3

end

end EmptyCoreModel
```

```lean
#print axioms EmptyCoreModel.stationary_iff
#print axioms EmptyCoreModel.emptyCore_minimum
#print axioms EmptyCoreModel.minEnergy_strictMonoOn
```

```
'EmptyCoreModel.stationary_iff' depends on axioms: [propext, Classical.choice, Quot.sound]
'EmptyCoreModel.emptyCore_minimum' depends on axioms: [propext, Classical.choice, Quot.sound]
'EmptyCoreModel.minEnergy_strictMonoOn' depends on axioms: [propext, Classical.choice, Quot.sound]
```

## How the Lean proof follows the algebra

`eqRadius_balance` squares the root with `Real.sq_sqrt` and cancels $b$. `eqRadius_eq_iff` solves the balance equation for $c$; in the converse direction, $c\ge 0$ forces $br\ge 2a$, which selects the positive root $br-a$. `hasDerivAt_energy` computes $e'$, and `stationary_iff` combines it with these two lemmas.

`energy_eqRadius_and_gap` holds the central calculation. It names the equilibrium radius `p`, solves the balance equation for $b$ as `hb'`, and obtains both identities by `linear_combination`, which subtracts the right multiple of `hb'` and leaves a polynomial identity in $1/r$ and $1/p$.

In `emptyCore_minimum`, `h1` and `h2` are the positivity of the two factors, and `mul_pos` multiplies them. `eqRadius_strictMonoOn` supplies the growth of $r_0$. `minEnergy_strictMonoOn` is the two-step inequality above, joined by `h1.trans h3`.

## Fitting a core radius to a density

In a first-order pseudopotential estimate for a monovalent metal, with uniform electron density and constant coefficients, removing the attraction $-1/x$ inside a core of radius $R$ costs, in hartree,

$$\frac{3}{4\pi r^3}\int_0^R\frac{1}{x}\,4\pi x^2\,dx=\frac{3R^2}{2r^3},$$

so $c=3R^2/2$. To fit $R$ to a target density parameter $r$, a script computes $c=r(br-2a)/3$, checks that $c\ge 0$, and sets $R=\sqrt{2c/3}$. By `eqRadius_eq_iff`, evaluating `eqRadius` at this $c$ returns the target exactly, up to rounding in the script. A negative $c$ means that the target is denser than the model's coreless equilibrium at $2a/b$, and no core radius can reproduce it.
